# Squaring a Hermitian operator's matrix in a truncated orthonormal basis never overestimates the variance of a state in that basis

When I square the matrix of a Hermitian operator in a truncated orthonormal basis, the variance of a state in that basis never comes out too large, and it never falls when I add basis states. I see this in PAW work. I have the matrix elements $\langle\psi_m|A|\psi_n\rangle$ between a finite number of all-electron bands, and I get $\langle A^2\rangle$ for one band by multiplying the matrix by itself. I would have expected a truncation error of either sign. Is the one-sidedness general, and how large is the missing part?

## The missing part is the squared norm of what leaves the basis

It is general for a Hermitian operator $A$, an orthogonal projection $P$ onto the span of the basis, and a state $\psi$ in that span, so that $P\psi=\psi$. The matrix you square represents $PAP$, and

$$\langle\psi,(PAP)^2\psi\rangle=\langle\psi,A^2\psi\rangle-\|(1-P)A\psi\|^2 .$$

The operator $A$ carries part of $\psi$ out of the basis. The exact $A^2$ brings some of that part back, whereas the squared matrix has already discarded it. The error is minus a squared norm, so it has a definite sign.

**Splitting a norm.** A projection satisfies $P^2=P$, and it is orthogonal when it is also Hermitian. For any vector $x$,

$$\langle Px,x-Px\rangle=\langle x,Px-P^2x\rangle=0,$$

and therefore $\|x\|^2=\|Px\|^2+\|x-Px\|^2$.

**The truncated square.** Since $P\psi=\psi$ and $P^2=P$, we have $(PAP)^2\psi=PAPA\psi$. Moving the outer $P$ and then $A$ to the left gives

$$\langle\psi,PAPA\psi\rangle=\langle P\psi,APA\psi\rangle=\langle\psi,APA\psi\rangle=\langle A\psi,PA\psi\rangle .$$

The third expression is what you get by inserting the truncated basis between two factors of $A$. Writing $P=P^2$ in the last one and moving one $P$ to the left turns it into $\|PA\psi\|^2$.

**The identity.** Hermiticity gives $\langle\psi,A^2\psi\rangle=\|A\psi\|^2$. Splitting the norm of $x=A\psi$ gives $\|PA\psi\|^2=\|A\psi\|^2-\|A\psi-PA\psi\|^2$, which is the formula above.

**The variance.** The mean is unchanged, because $\langle\psi,PAP\psi\rangle=\langle P\psi,A\psi\rangle=\langle\psi,A\psi\rangle$. The variance therefore falls by the same amount as the mean square and is never overestimated.

**A larger basis.** Let $Q$ be another orthogonal projection whose range contains that of $P$. Each $Pv$ has the form $Qy$, so $QPv=Q^2y=Qy=Pv$. In particular $Q\psi=\psi$. For every $v$,

$$\langle v,PQA\psi\rangle=\langle QPv,A\psi\rangle=\langle Pv,A\psi\rangle=\langle v,PA\psi\rangle,$$

so $PQA\psi=PA\psi$. Splitting the norm of $QA\psi$ with $P$ now gives

$$\|QA\psi\|^2=\|PA\psi\|^2+\|QA\psi-PA\psi\|^2\ge\|PA\psi\|^2 .$$

The computed mean square cannot fall, and since the mean stays fixed, neither can the computed variance.

**When nothing is lost.** For one state the error vanishes exactly when $PA\psi=A\psi$. If it vanishes for every state in the range of $P$, then $PAP=AP$. Taking adjoints gives $PAP=PA$, hence $AP=PA$. Conversely, if $A$ and $P$ commute and $P\psi=\psi$, then $PA\psi=AP\psi=A\psi$.

## Three levels with numbers

Take

$$A=\begin{pmatrix}1&2&3\\2&0&0\\3&0&0\end{pmatrix},\qquad \psi=\begin{pmatrix}1\\0\\0\end{pmatrix},\qquad A\psi=\begin{pmatrix}1\\2\\3\end{pmatrix}.$$

The mean is $1$ in every basis that consists of the first few levels.

| Levels kept | Mean square | Variance | Lost squared norm |
|---|---:|---:|---:|
| 1 | $1$ | $0$ | $4+9=13$ |
| 2 | $1+4=5$ | $4$ | $9$ |
| 3 | $1+4+9=14$ | $13$ | $0$ |

With two levels the truncated matrix is $\begin{pmatrix}1&2\\2&0\end{pmatrix}$, and the upper left entry of its square is indeed $5$.

The first row shows a practical consequence. If a normalised $\psi$ is an eigenvector of $PHP$, with $H$ a Hamiltonian that is Hermitian in the sense used here, its energy variance computed from the squared truncated matrix is zero, whether or not $\psi$ is an eigenvector of $H$. That number says nothing about the quality of the basis.

## The same statements in Lean

```lean
import Mathlib

namespace TruncatedSquare

noncomputable section

variable {E : Type*} [NormedAddCommGroup E] [InnerProductSpace ℂ E]

/-- An orthogonal projection: a linear map that is idempotent and Hermitian. -/
structure IsOrthProj (P : E →ₗ[ℂ] E) : Prop where
  idem : ∀ x, P (P x) = P x
  symm : P.IsSymmetric

/-- The operator `P A P`. When `P` is an orthogonal projection, this represents `A` in a truncated
basis spanning the range of `P`. -/
def truncated (P A : E →ₗ[ℂ] E) : E →ₗ[ℂ] E := P ∘ₗ A ∘ₗ P

/-- The real part of `⟨ψ, B ψ⟩`. -/
def mean (B : E →ₗ[ℂ] E) (ψ : E) : ℝ := (inner ℂ ψ (B ψ)).re

/-- The real part of `⟨ψ, B² ψ⟩`. -/
def meanSq (B : E →ₗ[ℂ] E) (ψ : E) : ℝ := (inner ℂ ψ (B (B ψ))).re

/-- The mean square minus the squared mean; for a unit vector `ψ` and Hermitian `B` this is
the variance of `B`. -/
def variance (B : E →ₗ[ℂ] E) (ψ : E) : ℝ := meanSq B ψ - mean B ψ ^ 2

/-- An orthogonal projection splits the squared norm of a vector into the part kept and the
part lost. -/
theorem norm_sq_split {P : E →ₗ[ℂ] E} (hP : IsOrthProj P) (x : E) :
    ‖x‖ ^ 2 = ‖P x‖ ^ 2 + ‖x - P x‖ ^ 2 := by
  -- the kept and the lost part are orthogonal
  have h0 : inner ℂ (P x) (x - P x) = 0 := by
    rw [hP.symm x (x - P x), map_sub, hP.idem, sub_self, inner_zero_right]
  have h := norm_add_sq (𝕜 := ℂ) (P x) (x - P x)
  rw [h0, map_zero, add_sub_cancel] at h
  linarith

/-- For Hermitian `A` and a state in the range of the orthogonal projection `P`, the inner product
`⟨ψ, (P A P)² ψ⟩` is the squared norm of the projected vector `P A ψ`. -/
theorem inner_truncated_sq {P A : E →ₗ[ℂ] E} (hP : IsOrthProj P) (hA : A.IsSymmetric)
    {ψ : E} (hψ : P ψ = ψ) :
    inner ℂ ψ (truncated P A (truncated P A ψ)) = (‖P (A ψ)‖ : ℂ) ^ 2 := by
  have h : inner ℂ (A ψ) (P (A ψ)) = inner ℂ (P (A ψ)) (P (A ψ)) := by
    rw [hP.symm (A ψ) (P (A ψ)), hP.idem]
  change inner ℂ ψ (P (A (P (P (A (P ψ)))))) = _
  -- move the outer projection and the outer factor of `A` to the left
  rw [hψ, hP.idem, ← hP.symm ψ (A (P (A ψ))), hψ, ← hA ψ (P (A ψ)), h]
  exact inner_self_eq_norm_sq_to_K _

/-- For Hermitian `A` and a state in the range of the orthogonal projection `P`, squaring the
truncated operator misses exactly the squared norm of the part of `A ψ` outside the basis:
`⟨ψ, (P A P)² ψ⟩ = ⟨ψ, A² ψ⟩ - ‖(1 - P) A ψ‖²`. -/
theorem truncated_square_identity {P A : E →ₗ[ℂ] E} (hP : IsOrthProj P)
    (hA : A.IsSymmetric) {ψ : E} (hψ : P ψ = ψ) :
    inner ℂ ψ (truncated P A (truncated P A ψ)) =
      inner ℂ ψ (A (A ψ)) - (‖A ψ - P (A ψ)‖ : ℂ) ^ 2 := by
  have h1 : inner ℂ ψ (A (A ψ)) = (‖A ψ‖ : ℂ) ^ 2 := by
    rw [← hA ψ (A ψ)]
    exact inner_self_eq_norm_sq_to_K _
  have h2 : (‖A ψ‖ : ℂ) ^ 2 = (‖P (A ψ)‖ : ℂ) ^ 2 + (‖A ψ - P (A ψ)‖ : ℂ) ^ 2 := by
    exact_mod_cast norm_sq_split hP (A ψ)
  rw [inner_truncated_sq hP hA hψ, h1, h2]
  ring

/-- For Hermitian `A` and a state in the range of the orthogonal projection `P`, truncation
lowers the mean square and the variance by the same amount, `‖(1 - P) A ψ‖²`. -/
theorem truncation_error {P A : E →ₗ[ℂ] E} (hP : IsOrthProj P) (hA : A.IsSymmetric)
    {ψ : E} (hψ : P ψ = ψ) :
    meanSq (truncated P A) ψ = meanSq A ψ - ‖A ψ - P (A ψ)‖ ^ 2 ∧
      variance (truncated P A) ψ = variance A ψ - ‖A ψ - P (A ψ)‖ ^ 2 := by
  have hsq : meanSq (truncated P A) ψ = meanSq A ψ - ‖A ψ - P (A ψ)‖ ^ 2 := by
    have h := congrArg Complex.re (truncated_square_identity hP hA hψ)
    rw [Complex.sub_re, ← Complex.ofReal_pow, Complex.ofReal_re] at h
    exact h
  -- the mean itself is not affected by the truncation
  have hmean : mean (truncated P A) ψ = mean A ψ := by
    change (inner ℂ ψ (P (A (P ψ)))).re = (inner ℂ ψ (A ψ)).re
    rw [hψ, ← hP.symm ψ (A ψ), hψ]
  refine ⟨hsq, ?_⟩
  unfold variance
  rw [hsq, hmean]
  ring

/-- For Hermitian `A` and a state in the range of the orthogonal projection `P`, replacing `A` by
`P A P` never increases the variance. -/
theorem variance_truncated_le {P A : E →ₗ[ℂ] E} (hP : IsOrthProj P) (hA : A.IsSymmetric)
    {ψ : E} (hψ : P ψ = ψ) : variance (truncated P A) ψ ≤ variance A ψ := by
  rw [(truncation_error hP hA hψ).2]
  linarith [sq_nonneg ‖A ψ - P (A ψ)‖]

/-- Let `A` be Hermitian and `ψ` lie in the range of the orthogonal projection `P`. Enlarging
the basis to the range of an orthogonal projection `Q` that contains the range of `P` never
lowers the computed mean square or the computed variance. -/
theorem truncated_mono {P Q A : E →ₗ[ℂ] E} (hP : IsOrthProj P) (hQ : IsOrthProj Q)
    (hPQ : LinearMap.range P ≤ LinearMap.range Q) (hA : A.IsSymmetric)
    {ψ : E} (hψ : P ψ = ψ) :
    meanSq (truncated P A) ψ ≤ meanSq (truncated Q A) ψ ∧
      variance (truncated P A) ψ ≤ variance (truncated Q A) ψ := by
  have hQP : ∀ v, Q (P v) = P v := by
    intro v
    obtain ⟨y, hy⟩ := hPQ (LinearMap.mem_range_self P v)
    rw [← hy, hQ.idem]
  have hQψ : Q ψ = ψ := by
    have h := hQP ψ
    rwa [hψ] at h
  -- taking adjoints of `Q P = P` gives `P Q = P`
  have hPQ' : P (Q (A ψ)) = P (A ψ) := by
    refine ext_inner_left ℂ fun v => ?_
    rw [← hP.symm v (Q (A ψ)), ← hQ.symm (P v) (A ψ), hQP v, hP.symm v (A ψ)]
  have h1 := norm_sq_split hP (Q (A ψ))
  rw [hPQ'] at h1
  have h2 := norm_sq_split hP (A ψ)
  have h3 := norm_sq_split hQ (A ψ)
  have h4 := sq_nonneg ‖Q (A ψ) - P (A ψ)‖
  obtain ⟨p1, p2⟩ := truncation_error hP hA hψ
  obtain ⟨q1, q2⟩ := truncation_error hQ hA hQψ
  constructor <;> linarith

/-- For Hermitian `A` and a state in the range of the orthogonal projection `P`, the truncated
mean square is exact if and only if `A ψ` stays in the range of `P`. -/
theorem truncated_exact_iff {P A : E →ₗ[ℂ] E} (hP : IsOrthProj P) (hA : A.IsSymmetric)
    {ψ : E} (hψ : P ψ = ψ) :
    meanSq (truncated P A) ψ = meanSq A ψ ↔ P (A ψ) = A ψ := by
  rw [(truncation_error hP hA hψ).1]
  constructor
  · intro h
    have h0 : ‖A ψ - P (A ψ)‖ ^ 2 = 0 := by linarith
    have h1 : ‖A ψ - P (A ψ)‖ = 0 := (pow_eq_zero_iff two_ne_zero).mp h0
    exact (sub_eq_zero.mp (norm_eq_zero.mp h1)).symm
  · intro h
    rw [h, sub_self, norm_zero]
    ring

/-- For Hermitian `A` and an orthogonal projection `P`, the truncated mean square is exact for
every state in the range of `P` if and only if `A` commutes with `P`. -/
theorem truncated_exact_on_range_iff {P A : E →ₗ[ℂ] E} (hP : IsOrthProj P)
    (hA : A.IsSymmetric) :
    (∀ ψ, P ψ = ψ → meanSq (truncated P A) ψ = meanSq A ψ) ↔
      ∀ x, A (P x) = P (A x) := by
  constructor
  · intro hex x
    have h : ∀ v, P (A (P v)) = A (P v) := fun v =>
      (truncated_exact_iff hP hA (hP.idem v)).mp (hex (P v) (hP.idem v))
    -- an invariant subspace of a Hermitian operator reduces it
    refine ext_inner_left ℂ fun v => ?_
    rw [← hP.symm v (A x), ← hA (P v) x, ← h v, hP.symm (A (P v)) x,
      hA (P v) (P x), hP.symm v (A (P x)), h x]
  · intro hc ψ hψ
    refine (truncated_exact_iff hP hA hψ).mpr ?_
    rw [← hc ψ, hψ]

/-- The two-level operator with matrix rows `(1, 1)` and `(1, 0)`. -/
def twoLevel : EuclideanSpace ℂ (Fin 2) →ₗ[ℂ] EuclideanSpace ℂ (Fin 2) where
  toFun x := !₂[x 0 + x 1, x 0]
  map_add' x y := by
    ext i
    fin_cases i <;> simp
    ring
  map_smul' c x := by
    ext i
    fin_cases i <;> simp [mul_add]

/-- The projection of a two-level system onto its first basis state. -/
def firstLevel : EuclideanSpace ℂ (Fin 2) →ₗ[ℂ] EuclideanSpace ℂ (Fin 2) where
  toFun x := !₂[x 0, 0]
  map_add' x y := by
    ext i
    fin_cases i <;> simp
  map_smul' c x := by
    ext i
    fin_cases i <;> simp

/-- The two-level operator, the projection onto the first basis state and that state itself meet the
hypotheses of `truncated_square_identity`; the true variance is 1 and the truncated one is 0. -/
theorem truncated_square_witness :
    IsOrthProj firstLevel ∧ twoLevel.IsSymmetric ∧
      firstLevel !₂[1, 0] = !₂[1, 0] ∧
      variance twoLevel !₂[1, 0] = 1 ∧
      variance (truncated firstLevel twoLevel) !₂[1, 0] = 0 := by
  refine ⟨⟨fun x => ?_, fun x y => ?_⟩, fun x y => ?_, ?_, ?_, ?_⟩
  · simp [firstLevel]
  · simp [firstLevel, PiLp.inner_apply, Fin.sum_univ_two]
  · simp [twoLevel, PiLp.inner_apply, Fin.sum_univ_two]
    ring
  · simp [firstLevel]
  · norm_num [variance, meanSq, mean, twoLevel, PiLp.inner_apply, Fin.sum_univ_two]
  · -- the truncated operator fixes the first basis state, which is a unit vector
    have h : truncated firstLevel twoLevel !₂[1, 0] = !₂[1, 0] := by
      simp [truncated, firstLevel, twoLevel]
    have hn : inner ℂ (!₂[1, 0] : EuclideanSpace ℂ (Fin 2)) !₂[1, 0] = 1 := by
      rw [PiLp.inner_apply]
      simp [Fin.sum_univ_two]
    simp only [variance, meanSq, mean, h, hn]
    norm_num

end

end TruncatedSquare
```

```lean
#print axioms TruncatedSquare.truncated_square_identity
#print axioms TruncatedSquare.variance_truncated_le
#print axioms TruncatedSquare.truncated_mono
#print axioms TruncatedSquare.truncated_exact_on_range_iff
```

```
'TruncatedSquare.truncated_square_identity' depends on axioms: [propext, Classical.choice, Quot.sound]
'TruncatedSquare.variance_truncated_le' depends on axioms: [propext, Classical.choice, Quot.sound]
'TruncatedSquare.truncated_mono' depends on axioms: [propext, Classical.choice, Quot.sound]
'TruncatedSquare.truncated_exact_on_range_iff' depends on axioms: [propext, Classical.choice, Quot.sound]
```

## What the definitions and theorems say

The state space `E` is a complex inner product space of any dimension, and it need not be complete. The inner product `inner ℂ x y` is linear in its second argument, as in Dirac notation. Operators are linear maps `E →ₗ[ℂ] E` defined on all of `E`. The hypothesis `A.IsSymmetric` means $\langle Ax,y\rangle=\langle x,Ay\rangle$ for all $x,y$, which is the sense of "Hermitian" here. For an unbounded observable, `E` has to be a space of states that both $A$ and $P$ map into itself.

`IsOrthProj P` requires $P$ to be idempotent and symmetric, and `truncated P A` is $PAP$. The hypothesis `P ψ = ψ` places the state in the basis. For a state partly outside it, the variance inequality can fail. With $A=1$, $P$ the projection onto the first of two levels and $\psi=(1,1)/\sqrt2$, the true variance is $0$ and the truncated one is $1/4$.

`mean` and `meanSq` are the real parts of $\langle\psi,B\psi\rangle$ and $\langle\psi,B^2\psi\rangle$, and `variance` is `meanSq` minus the square of `mean`. No theorem requires $\|\psi\|=1$, but only then does `variance` have its textbook meaning. For a nonzero vector of another length, the physical variance is

$$\frac{\langle\psi,B^2\psi\rangle}{\|\psi\|^2}-\left(\frac{\langle\psi,B\psi\rangle}{\|\psi\|^2}\right)^2,$$

and truncation lowers it by $\|(1-P)A\psi\|^2/\|\psi\|^2$.

- `truncated_square_identity` is the main formula, as an equation between complex numbers.
- `truncation_error` gives the equal drops in mean square and variance, and `variance_truncated_le` gives the resulting inequality.
- `truncated_mono` compares two bases. The inclusion of ranges is written `LinearMap.range P ≤ LinearMap.range Q`.
- `truncated_exact_iff` and `truncated_exact_on_range_iff` are the two conditions for no loss, for one state and for all states in the range.
- `truncated_square_witness` is a two-level case that meets all the hypotheses of the identity. Its true variance is $1$ and its truncated variance is $0$.

For your PAW calculation, $P$ projects onto the span of the chosen all-electron bands. One step remains to be justified: that the numbers your code produces are the matrix elements of the intended operator $A$ between these all-electron bands, and that the bands are orthonormal. With a finite set of partial waves, the on-site corrections generally achieve this only approximately. The sum of partial waves times projector functions is a different object. It is in general not a Hermitian projection, so it cannot simply take the place of $P$.

## How Lean reaches the identity and its consequences

`norm_sq_split` first shows that the kept and lost parts are orthogonal, using symmetry and idempotence. It then expands the norm of their sum with `norm_add_sq`; the cross term vanishes, and `linarith` rearranges the result.

`inner_truncated_sq` reduces the truncated square to $\|PA\psi\|^2$. Its `change` step writes out all the factors of $PAP$ twice. The rewrites with `hψ`, `hP.idem`, `hP.symm` and `hA` then remove the redundant projections and move the outer $P$ and $A$ to the left, in the order used above. The auxiliary equation `h` is the step from $\langle A\psi,PA\psi\rangle$ to $\langle PA\psi,PA\psi\rangle$.

In `truncated_square_identity`, `h1` is $\langle\psi,A^2\psi\rangle=\|A\psi\|^2$, and `h2` is the norm splitting for $A\psi$, carried from real to complex numbers by `exact_mod_cast`. Substituting both leaves an algebraic identity for `ring`.

`truncation_error` takes the real part of this identity to obtain `hsq`. The separate equation `hmean` says that the mean is unchanged, and the two together give the variance. `variance_truncated_le` then needs only that a square is nonnegative.

In `truncated_mono`, `hQP` is $QP=P$, obtained from the inclusion of ranges. The equation `hPQ'` is $PQA\psi=PA\psi$; it is proved with `ext_inner_left`, which identifies two vectors once their inner products with every $v$ agree. The norm splittings `h1`, `h2` and `h3`, together with the error formulas for $P$ and $Q$, give both inequalities through `linarith`.

`truncated_exact_iff` turns equality of the mean squares into a vanishing squared norm, hence a vanishing vector. For the statement about all states, the forward direction applies this result to each vector $Pv$, which gives $PAPv=APv$. The chain of rewrites after `ext_inner_left` then carries out the adjoint argument inside inner products:

$$\langle v,PAx\rangle=\langle APv,x\rangle=\langle PAPv,x\rangle=\langle v,PAPx\rangle=\langle v,APx\rangle .$$

The backward direction is the short commutation argument.

For the two-level case, `simp` and `norm_num` evaluate components and inner products. The last part first shows that $PAP$ leaves the first basis state unchanged, so its mean and mean square are both $1$ and its truncated variance is zero.
